# Mean inverse radius k/(l+1) for the reduced radial Slater function r^(l+1) exp(-kr), k > 0

The theorem `slater_inv_radius` concerns the nodeless reduced radial function u(r) = r^(l+1) exp(-kr), with l a natural number and k > 0. It states that the integral of u²/r over r > 0 equals k/(l+1) times the integral of u². Since u is not normalised, the mean inverse radius is the ratio of these two integrals, which is k/(l+1). The proof attempts to write both integrals as moments of exp(-2kr), evaluate them by factorials with `exp_moment`, and compare the results.

In Lean, a first try:

```lean
import Mathlib

open MeasureTheory Set

namespace SlaterInvRadius

noncomputable section

/-- The nodeless reduced radial Slater function `r^(l+1) exp(-k r)`. -/
def slater (l : ℕ) (k r : ℝ) : ℝ := r ^ (l + 1) * Real.exp (-(k * r))

/-- The radial moments of the density `exp(-2 k r)` for `k > 0`. -/
theorem exp_moment (n : ℕ) {k : ℝ} (hk : 0 < k) :
    ∫ r in Ioi (0 : ℝ), r ^ n * Real.exp (-(2 * k * r))
      = (n.factorial : ℝ) / (2 * k) ^ (n + 1) := by
  have h := Real.integral_rpow_mul_exp_neg_mul_Ioi
    (show (0 : ℝ) < (n : ℝ) + 1 by positivity) (show 0 < 2 * k by positivity)
  rw [Real.Gamma_nat_eq_factorial] at h
  simp only [add_sub_cancel_right, Real.rpow_natCast] at h
  have hp : (1 / (2 * k)) ^ ((n : ℝ) + 1) = (1 / (2 * k)) ^ (n + 1) := by
    exact_mod_cast Real.rpow_natCast (1 / (2 * k)) (n + 1)
  rw [h, hp, one_div, inv_pow, div_eq_mul_inv]
  exact mul_comm _ _

lemma slater_sq (l : ℕ) (k r : ℝ) :
    slater l k r ^ 2 = r ^ (2 * l + 2) * Real.exp (-(2 * k * r)) := by
  have h : Real.exp (-(2 * k * r)) = Real.exp (-(k * r)) * Real.exp (-(k * r)) := by
    rw [← Real.exp_add]
    congr 1
    ring
  rw [h, slater]
  ring

lemma slater_sq_div (l : ℕ) (k : ℝ) {r : ℝ} (hr : 0 < r) :
    slater l k r ^ 2 / r = r ^ (2 * l + 1) * Real.exp (-(2 * k * r)) := by
  rw [slater_sq, div_eq_iff hr.ne']
  ring

/-- For `k > 0` the mean inverse radius of the Slater function is `k / (l + 1)`. -/
theorem slater_inv_radius (l : ℕ) {k : ℝ} (hk : 0 < k) :
    ∫ r in Ioi (0 : ℝ), slater l k r ^ 2 / r
      = k / (l + 1) * ∫ r in Ioi (0 : ℝ), slater l k r ^ 2 := by
  have h1 : ∫ r in Ioi (0 : ℝ), slater l k r ^ 2 / r
      = ∫ r in Ioi (0 : ℝ), r ^ (2 * l + 1) * Real.exp (-(2 * k * r)) :=
    setIntegral_congr_fun measurableSet_Ioi (fun r hr => slater_sq_div l k hr)
  have hf : ((2 * l + 2).factorial : ℝ) = 2 * (l + 1) * ((2 * l + 1).factorial : ℝ) := by
    rw [show 2 * l + 2 = (2 * l + 1) + 1 from rfl, Nat.factorial_succ]
    push_cast
    ring
  have hp : (2 * k) ^ (2 * l + 2 + 1) = (2 * k) ^ (2 * l + 1 + 1) * (2 * k) := by ring
  have hl : (l : ℝ) + 1 ≠ 0 := by positivity
  simp only [h1, slater_sq]
  rw [exp_moment _ hk, exp_moment _ hk, hf, hp]
  field_simp

end

end SlaterInvRadius
```

The error:

```
Main.lean:53:23: error: Tactic `rewrite` failed: Did not find an occurrence of the pattern
  ∫ (r : ℝ) in Ioi 0, r ^ ?m.368 * Real.exp (-(2 * k * r))
in the target expression
  ∫ (r : ℝ) in Ioi 0, r ^ (2 * l + 2) * Real.exp (-(2 * k * r)) / r =
    k / (↑l + 1) * (↑(2 * l + 2).factorial / (2 * k) ^ (2 * l + 2 + 1))

l : ℕ
k : ℝ
hk : 0 < k
h1 : ∫ (r : ℝ) in Ioi 0, slater l k r ^ 2 / r = ∫ (r : ℝ) in Ioi 0, r ^ (2 * l + 1) * Real.exp (-(2 * k * r))
hf : ↑(2 * l + 2).factorial = 2 * (↑l + 1) * ↑(2 * l + 1).factorial
hp : (2 * k) ^ (2 * l + 2 + 1) = (2 * k) ^ (2 * l + 1 + 1) * (2 * k)
hl : ↑l + 1 ≠ 0
⊢ ∫ (r : ℝ) in Ioi 0, r ^ (2 * l + 2) * Real.exp (-(2 * k * r)) / r =
    k / (↑l + 1) * (↑(2 * l + 2).factorial / (2 * k) ^ (2 * l + 2 + 1))
Main.lean:52:13: warning: This simp argument is unused:
  h1

Hint: Omit it from the simp argument list.
  [apply] simp only [slater_sq]

Note: This linter can be disabled with `set_option linter.unusedSimpArgs false`
```

After these edits no error is left:

```diff
@@ -50,6 +50,10 @@
   have hp : (2 * k) ^ (2 * l + 2 + 1) = (2 * k) ^ (2 * l + 1 + 1) * (2 * k) := by ring
   have hl : (l : ℝ) + 1 ≠ 0 := by positivity
-  simp only [h1, slater_sq]
+  have hP : (2 * k) ^ (2 * l + 1 + 1) ≠ 0 := by positivity
+  rw [h1]
+  simp only [slater_sq]
+  -- both sides are now moments of the same exponential
   rw [exp_moment _ hk, exp_moment _ hk, hf, hp]
+  generalize (2 * k) ^ (2 * l + 1 + 1) = P at hP ⊢
   field_simp
 
```

Cause. The error comes from the second `exp_moment` rewrite. The first had evaluated the right-hand integral, but the left integrand still ended in `/ r`, so it did not have the form of a power times the exponential.

`h1` was meant to remove that division. But `simp only` simplifies subterms first, so `slater_sq` expanded `slater l k r ^ 2` inside the integral before `h1` could match the whole integral. The left side of `h1` then no longer occurred, hence the warning that it is unused.

The repair runs `rw [h1]` first, while the integral is still intact, and leaves `slater_sq` to expand the right-hand side. Both integrals then fit `exp_moment`.

`hP` and `generalize` replace the common power of `2 * k` by a nonzero symbol `P`, which simplifies the algebra for `field_simp`. The failed run never reached that step, so the messages do not show whether this was needed. The added comment is mere tidying.
